# Phonon decay without umklapp: daughters no slower than the parent are collinear and equally fast

Suppose that a lifetime calculation replaces the energy delta function by a peak of finite width. Final states that miss energy conservation by less than the width are then counted as decays. For a parent on an acoustic branch with frequency proportional to wavenumber, this lets in pairs of phonons with the parent's phase velocity that leave at a small nonzero angle to each other, and pairs in which one phonon is slightly faster than the parent and the other is no slower. Without umklapp, neither kind conserves energy exactly.

The exact kinematics is simple when no daughter has a smaller phase velocity than the parent. Let the parent have phase velocity $c>0$, and let it split into finitely many phonons with nonzero wavevectors $q_i$ and phase velocities $v_i\ge c$, the wavevector being conserved without umklapp. Energy is conserved exactly when every $v_i$ equals $c$ and every $q_i$ is a positive multiple of the parent's wavevector. For phonons with sharp frequencies, this tells a simulation which final states on such branches are true solutions of the conservation laws. It says nothing about the anharmonic matrix elements, and so nothing about the size of the rate.

## Wavevectors and frequencies

Wavevectors are elements of a real inner-product space $V$, which may be the line, the plane, ordinary space or anything larger. The daughters are labelled by a finite index set $\iota$. Only lengths and angles of wavevectors enter the argument, so no basis or lattice is chosen.

```lean
import Mathlib

open Finset

namespace PhononDecay

variable {V : Type*} [NormedAddCommGroup V] [InnerProductSpace ℝ V]
variable {ι : Type*} [Fintype ι]
```

A phonon with phase velocity $v$ and wavevector $q$ has frequency
$$\omega = v\,\lVert q\rVert ,$$
which is also its energy in units with $\hbar=1$.

```lean
/-- The frequency of a phonon with phase velocity `v` and wavevector `q`
(its energy in units with ħ = 1). -/
def frequency (v : ℝ) (q : V) : ℝ := v * ‖q‖
```

In Lean, `frequency v q` takes the velocity as a separate argument, so each daughter can have its own. Different branches, and different directions in an anisotropic crystal, are therefore allowed. Linear dispersion is not required either: at a nonzero wavevector any frequency can be written as $v\lVert q\rVert$ with $v=\omega/\lVert q\rVert$. What the definition leaves out is an optical phonon at the zone centre, because $q=0$ always gives frequency zero here.

Wavevector conservation is built into the statements that follow. The parent has no wavevector variable of its own; its wavevector is written as the sum
$$Q=\sum_j q_j .$$
Processes in which the sum differs from the parent's wavevector by a nonzero reciprocal lattice vector are thereby excluded.

## Splitting at a common velocity never lowers the total frequency

Give all phonons the same velocity $c\ge 0$. The triangle inequality says $\lVert\sum_i q_i\rVert\le\sum_i\lVert q_i\rVert$, and multiplication by $c$ preserves it:
$$c\,\lVert Q\rVert\;\le\; c\sum_i\lVert q_i\rVert=\sum_i c\,\lVert q_i\rVert .$$

```lean
omit [InnerProductSpace ℝ V] in
/-- At a common nonnegative phase velocity, the frequency of the total wavevector is at most
the sum of the frequencies of the parts. -/
theorem frequency_sum_le {c : ℝ} (hc : 0 ≤ c) (q : ι → V) :
    frequency c (∑ i, q i) ≤ ∑ i, frequency c (q i) := by
  simp only [frequency]
  rw [← Finset.mul_sum]
  exact mul_le_mul_of_nonneg_left (norm_sum_le _ _) hc
```

The theorem `frequency_sum_le` is this line. The proof unfolds the frequency, takes $c$ out of the sum with `Finset.mul_sum`, and multiplies Mathlib's triangle inequality `norm_sum_le` by the nonnegative number $c$. The inner product plays no part yet, which is what the `omit` line records.

## Lengths that add up force alignment

Now suppose that the triangle inequality is an equality, $\lVert Q\rVert=\sum_k\lVert q_k\rVert$. For each daughter consider
$$d_k=\lVert q_k\rVert\,\lVert Q\rVert-\langle q_k,Q\rangle ,$$
which is nonnegative by the Cauchy–Schwarz inequality. The sum of these terms is
$$\sum_k d_k=\Big(\sum_k\lVert q_k\rVert\Big)\lVert Q\rVert-\Big\langle\sum_k q_k,\,Q\Big\rangle=\lVert Q\rVert^2-\lVert Q\rVert^2=0 .$$
Nonnegative terms with sum zero all vanish, so $d_i=0$ for every $i$. Expanding a square then gives
$$\big\lVert\,\lVert Q\rVert q_i-\lVert q_i\rVert Q\,\big\rVert^2=2\,\lVert q_i\rVert\,\lVert Q\rVert\,d_i=0 ,$$
and hence $\lVert Q\rVert\,q_i=\lVert q_i\rVert\,Q$.

```lean
/-- If the length of the total wavevector equals the sum of the lengths of the parts, then each part
times the length of the total equals the total times the length of that part, so every nonzero part
points along the total. -/
theorem aligned_of_norm_sum_eq (q : ι → V) (h : ‖∑ i, q i‖ = ∑ i, ‖q i‖) (i : ι) :
    ‖∑ j, q j‖ • q i = ‖q i‖ • ∑ j, q j := by
  -- the Cauchy-Schwarz deficits of the parts against the total add up to zero
  have hz : ∑ k, (‖q k‖ * ‖∑ j, q j‖ - inner ℝ (q k) (∑ j, q j)) = 0 := by
    rw [Finset.sum_sub_distrib, ← Finset.sum_mul, ← sum_inner, ← h,
      real_inner_self_eq_norm_sq]
    ring
  -- each deficit is nonnegative, so each one vanishes
  have hi := (Finset.sum_eq_zero_iff_of_nonneg
    (fun k _ => sub_nonneg.2 (real_inner_le_norm (q k) (∑ j, q j)))).1 hz i (mem_univ i)
  exact inner_eq_norm_mul_iff_real.1 (by linarith)
```

The conclusion of `aligned_of_norm_sum_eq` contains no division, so it also holds when some wavevectors are zero. In the proof, `hz` is the computation of $\sum_k d_k$, and `hi` is the vanishing of the single term $d_i$. The last line uses Mathlib's equality case of Cauchy–Schwarz, `inner_eq_norm_mul_iff_real`, where the derivation above expands the square.

## Energy conservation leaves only the collinear solutions

Let $c>0$, $v_i\ge c$ and $q_i\ne 0$ for every $i$. The velocity condition describes a parent for which the final state contains no slower phonon, as when all branches are linear and isotropic and the parent lies on the slowest one. The condition $q_i\neq0$ removes spurious daughters: with the frequency defined as above, a phonon with zero wavevector would carry no energy at any velocity, and energy conservation could not determine its $v_i$.

Two inequalities connect the parent's frequency to the total frequency of the daughters:
$$c\,\lVert Q\rVert\;\le\;\sum_i c\,\lVert q_i\rVert\;\le\;\sum_i v_i\,\lVert q_i\rVert .$$
If energy is conserved, the two ends are equal, and so both inequalities are equalities.

In the second one each term on the left is at most the corresponding term on the right. Equal sums therefore mean equal terms, $c\lVert q_i\rVert=v_i\lVert q_i\rVert$, and division by $\lVert q_i\rVert>0$ gives $v_i=c$.

In the first one, division by $c>0$ gives $\lVert Q\rVert=\sum_j\lVert q_j\rVert$. This sum is at least $\lVert q_i\rVert>0$, so $Q\neq0$, and the alignment result can be divided by $\lVert Q\rVert$:
$$q_i=t_i\,Q,\qquad t_i=\frac{\lVert q_i\rVert}{\lVert Q\rVert}>0 .$$

Conversely, let $v_i=c$ and $q_i=t_iQ$ with $t_i>0$. Then $\lVert q_i\rVert=t_i\lVert Q\rVert$. Summing $q_i=t_iQ$ over $i$ gives $Q=\big(\sum_i t_i\big)Q$, and taking norms gives $\lVert Q\rVert=\big(\sum_i t_i\big)\lVert Q\rVert$. Therefore
$$c\,\lVert Q\rVert=c\sum_i t_i\,\lVert Q\rVert=\sum_i v_i\,\lVert q_i\rVert ,$$
which is energy conservation.

```lean
/-- A phonon of phase velocity `c > 0` splits into finitely many phonons with nonzero
wavevectors and phase velocities at least `c`, the wavevector being conserved. Energy is
conserved exactly when every daughter has phase velocity `c` and a wavevector that is a
positive multiple of the parent's. -/
theorem energy_conserved_iff_collinear {c : ℝ} (hc : 0 < c) (v : ι → ℝ) (q : ι → V)
    (hv : ∀ i, c ≤ v i) (hq : ∀ i, q i ≠ 0) :
    frequency c (∑ i, q i) = ∑ i, frequency (v i) (q i) ↔
      ∀ i, v i = c ∧ ∃ t : ℝ, 0 < t ∧ q i = t • ∑ j, q j := by
  constructor
  · intro h i
    have h1 := frequency_sum_le hc.le q
    simp only [frequency] at h h1
    have h2 : ∀ k ∈ (univ : Finset ι), c * ‖q k‖ ≤ v k * ‖q k‖ :=
      fun k _ => mul_le_mul_of_nonneg_right (hv k) (norm_nonneg _)
    have h3 := Finset.sum_le_sum h2
    -- energy conservation turns both inequalities into equalities
    have hterm := (Finset.sum_eq_sum_iff_of_le h2).1 (by linarith) i (mem_univ i)
    have hnorm : ‖∑ j, q j‖ = ∑ j, ‖q j‖ := by
      apply mul_left_cancel₀ hc.ne'
      rw [Finset.mul_sum]
      linarith
    have hqi : 0 < ‖q i‖ := norm_pos_iff.2 (hq i)
    have hle : ‖q i‖ ≤ ∑ j, ‖q j‖ :=
      Finset.single_le_sum (f := fun j => ‖q j‖) (fun j _ => norm_nonneg (q j)) (mem_univ i)
    have hQ : 0 < ‖∑ j, q j‖ := by linarith
    refine ⟨(mul_right_cancel₀ hqi.ne' hterm).symm,
      ‖q i‖ / ‖∑ j, q j‖, div_pos hqi hQ, ?_⟩
    rw [div_eq_inv_mul, mul_smul, ← aligned_of_norm_sum_eq q hnorm i, smul_smul,
      inv_mul_cancel₀ hQ.ne', one_smul]
  · intro h
    choose hvc t ht hqt using h
    have hn : ∀ i, ‖q i‖ = t i * ‖∑ j, q j‖ := by
      intro i
      have h1 := congrArg norm (hqt i)
      rwa [norm_smul, Real.norm_of_nonneg (ht i).le] at h1
    -- the fractions carried by the daughters exhaust the parent wavevector
    have hs : ∑ j, q j = (∑ i, t i) • ∑ j, q j := by
      rw [Finset.sum_smul]
      exact Finset.sum_congr rfl (fun i _ => hqt i)
    have hQ : ‖∑ j, q j‖ = (∑ i, t i) * ‖∑ j, q j‖ := by
      have h1 := congrArg norm hs
      rwa [norm_smul, Real.norm_of_nonneg (Finset.sum_nonneg (fun i _ => (ht i).le))] at h1
    simp only [frequency]
    calc c * ‖∑ j, q j‖ = c * ((∑ i, t i) * ‖∑ j, q j‖) := congrArg (fun x => c * x) hQ
      _ = ∑ i, v i * ‖q i‖ := by
        rw [Finset.sum_mul, Finset.mul_sum]
        exact Finset.sum_congr rfl (fun i _ => by rw [hvc i, hn i])
```

In `energy_conserved_iff_collinear`, the hypotheses `hv` and `hq` are the conditions $v_i\ge c$ and $q_i\neq0$. The left side of the equivalence is energy conservation. The right side says that each daughter has velocity $c$ and that some positive number $t$, which may differ from daughter to daughter, gives `q i = t • ∑ j, q j`. For an empty index set both sides hold trivially.

The first half of the proof follows the chain of inequalities. The common-velocity bound is `h1`, the comparison of velocities is `h3`, and `linarith` closes the squeeze. The equality of terms is `hterm`, the equality of lengths is `hnorm`, and the final rewriting divides the alignment result by $\lVert Q\rVert$. In the second half, `hn` gives the daughters' lengths, `hs` says that the fractions $t_i$ reproduce $Q$, `hQ` takes its norm, and the `calc` block is the last display.

A numerical instance shows the solutions that remain. Take $c=5$ and a parent with wavevector $(8,0)$, whose frequency is $5\cdot 8=40$. Daughters with wavevectors $(2,0)$ and $(6,0)$ and velocity 5 have frequencies $10$ and $30$, which add up to $40$. The fractions are $t_1=\tfrac14$ and $t_2=\tfrac34$. If the second daughter had velocity 6 instead, its frequency would be $36$ and the total $46$, so that the parent would be short by 6.

## One faster daughter already costs too much energy

The last comparison holds in general. Let $c\ge0$ and $v_i\ge c$ for every $i$, and let one daughter $j$ have $v_j>c$ and $q_j\neq0$. Then $v_j\lVert q_j\rVert>c\lVert q_j\rVert$, while no other term is smaller than its value at velocity $c$. Hence
$$c\,\lVert Q\rVert\;\le\;\sum_i c\,\lVert q_i\rVert\;<\;\sum_i v_i\,\lVert q_i\rVert .$$
The daughters need more energy than the parent has, and the decay is impossible.

```lean
omit [InnerProductSpace ℝ V] in
/-- Let the parent have phase velocity `c ≥ 0` and the total wavevector of the daughters. If no
daughter has a smaller phase velocity and one daughter with nonzero wavevector has a strictly larger
one, then the daughters' total frequency strictly exceeds the parent's. -/
theorem no_decay_into_faster {c : ℝ} (hc : 0 ≤ c) (v : ι → ℝ) (q : ι → V)
    (hv : ∀ i, c ≤ v i) (j : ι) (hj : c < v j) (hq : q j ≠ 0) :
    frequency c (∑ i, q i) < ∑ i, frequency (v i) (q i) := by
  refine lt_of_le_of_lt (frequency_sum_le hc q) ?_
  simp only [frequency]
  exact Finset.sum_lt_sum
    (fun i _ => mul_le_mul_of_nonneg_right (hv i) (norm_nonneg _))
    ⟨j, mem_univ j, mul_lt_mul_of_pos_right hj (norm_pos_iff.2 hq)⟩
```

The theorem `no_decay_into_faster` asks for a nonzero wavevector only for the faster daughter. Its proof applies `frequency_sum_le` for the first inequality and `Finset.sum_lt_sum` for the second; the latter needs every term to be at least as large and one term to be strictly larger. Decay into phonons that are all faster than the parent is the special case in which every daughter could play the role of $j$. A final state that mixes faster and slower daughters does not satisfy `hv`, and the theorem makes no statement about it.

## Slower daughters can leave at an angle

Without the condition $v_i\ge c$ the conclusion fails, already for two daughters in the plane. Let the parent have velocity 5 and the daughters velocity 4, with wavevectors $(4,3)$ and $(4,-3)$. The parent's wavevector is $(8,0)$. Each daughter has length $\sqrt{4^2+3^2}=5$, so
$$5\cdot 8=40=4\cdot5+4\cdot5 ,$$
and energy is conserved. Yet $(4,3)$ is not a multiple of $(8,0)$, because every multiple of $(8,0)$ has second component zero. With velocity 5 for the daughters as well, the same wavevectors would need $25+25=50$, which is 10 more than the parent has.

```lean
/-- Slower daughters can leave at an angle: in the plane, a phonon of phase velocity 5 splits
into phonons of phase velocity 4 with wavevectors (4, 3) and (4, -3), energy is conserved,
and the first daughter is not collinear with the parent. -/
theorem slower_daughters_at_an_angle :
    frequency 5 ((!₂[4, 3] : EuclideanSpace ℝ (Fin 2)) + !₂[4, -3]) =
        frequency 4 (!₂[4, 3] : EuclideanSpace ℝ (Fin 2)) +
          frequency 4 (!₂[4, -3] : EuclideanSpace ℝ (Fin 2)) ∧
      ∀ t : ℝ, (!₂[4, 3] : EuclideanSpace ℝ (Fin 2)) ≠
        t • ((!₂[4, 3] : EuclideanSpace ℝ (Fin 2)) + !₂[4, -3]) := by
  have hs : (!₂[4, 3] : EuclideanSpace ℝ (Fin 2)) + !₂[4, -3] = !₂[8, 0] := by
    ext i
    fin_cases i <;> norm_num
  -- a plane vector whose squared components add up to r² has length r
  have hlen : ∀ a b r : ℝ, 0 ≤ r → a ^ 2 + b ^ 2 = r ^ 2 →
      ‖(!₂[a, b] : EuclideanSpace ℝ (Fin 2))‖ = r := by
    intro a b r hr h
    have h1 : ‖(!₂[a, b] : EuclideanSpace ℝ (Fin 2))‖ = Real.sqrt (a ^ 2 + b ^ 2) := by
      simp [EuclideanSpace.norm_eq, Fin.sum_univ_two]
    rw [h1, h, Real.sqrt_sq hr]
  rw [hs]
  constructor
  · simp only [frequency]
    rw [hlen 8 0 8 (by norm_num) (by norm_num), hlen 4 3 5 (by norm_num) (by norm_num),
      hlen 4 (-3) 5 (by norm_num) (by norm_num)]
    norm_num
  · intro t h
    -- the parent has no transverse component, the daughter has one
    have h1 := congrArg (fun x : EuclideanSpace ℝ (Fin 2) => x 1) h
    norm_num at h1

end PhononDecay
```

Here `!₂[4, 3]` is a vector of the Euclidean plane `EuclideanSpace ℝ (Fin 2)`, and the sum of the two daughters is written out in place of a sum over an index set. The theorem `slower_daughters_at_an_angle` states energy conservation together with the claim that no real $t$, of either sign, makes the first daughter a multiple of the parent. In the proof, `hs` adds the wavevectors and `hlen` supplies the lengths 8, 5 and 5. The final step compares second components, which Lean writes as `x 1` because it counts from zero.

```lean
#print axioms PhononDecay.energy_conserved_iff_collinear
#print axioms PhononDecay.no_decay_into_faster
#print axioms PhononDecay.slower_daughters_at_an_angle
```

```
'PhononDecay.energy_conserved_iff_collinear' depends on axioms: [propext, Classical.choice, Quot.sound]
'PhononDecay.no_decay_into_faster' depends on axioms: [propext, Classical.choice, Quot.sound]
'PhononDecay.slower_daughters_at_an_angle' depends on axioms: [propext, Classical.choice, Quot.sound]
```
